# For fixed positive semidefinite force constants, harmonic zero-point energy is concave in the inverse masses

## Does averaging the isotopes raise or lower the energy?

If I estimate the mean zero-point energy of a crystal's isotopic configurations from a single crystal with averaged masses, the sign of the error isn't obvious. A frequency can depend on many masses at once, and the normal modes can change from one isotopic configuration to the next. For a single oscillator, averaging \(m\) gives too low an energy and averaging \(1/m\) too high a one. Does the second statement survive when many atoms are coupled?

## Averaged inverse masses give an upper bound

Yes, in the harmonic approximation with the same force constants for every configuration. Let \(\Phi\) be the real, positive semidefinite force-constant matrix, \(g_i\ge 0\) the inverse mass of coordinate \(i\), and \(R=\mathrm{diag}(\sqrt{g_i})\). The squared angular frequencies are the eigenvalues of \(D=R\Phi R\). Write \(F(A)\) for the sum of the square roots of the eigenvalues of \(A\), so that the zero-point energy is \(E(g)=\tfrac{\hbar}{2}F(D)\).

**Make the matrix linear in \(g\).** Take \(S=\Phi^{1/2}\). Then \(D=(RS)(SR)\), while \((SR)(RS)=S\,\mathrm{diag}(g)\,S\). Products \(XY\) and \(YX\) of square matrices have the same characteristic polynomial, so \(F(D)=F(S\,\mathrm{diag}(g)\,S)\).

**Compare with diagonal elements.** Let \(A\) be positive semidefinite, \(u_i\) an orthonormal basis, and \(M_{ij}=u_i^TA^{1/2}u_j\). Then
\[
u_i^TAu_i=\sum_j M_{ij}^2\ge M_{ii}^2,
\qquad
\sum_i\sqrt{u_i^TAu_i}\ \ge\ \sum_i M_{ii}=\mathrm{tr}\,A^{1/2}=F(A).
\]

**Mix two matrices.** Let \(A,B\) be positive semidefinite, \(a,b\ge0\), \(a+b=1\), and let \(u_i\) now be the eigenvectors of \(aA+bB\), with eigenvalues \(w_i=a\,u_i^TAu_i+b\,u_i^TBu_i\). Concavity of the square root, then the previous inequality, give
\[
F(aA+bB)=\sum_i\sqrt{w_i}\ \ge\ \sum_i\left(a\sqrt{u_i^TAu_i}+b\sqrt{u_i^TBu_i}\right)\ \ge\ aF(A)+bF(B).
\]

Setting \(A=S\,\mathrm{diag}(g)\,S\) and \(B=S\,\mathrm{diag}(g')\,S\), and multiplying by \(\hbar/2\), gives \(E(ag+bg')\ge aE(g)+bE(g')\). For configurations \(k\) with probabilities \(p_k\) and inverse-mass vectors \(g_k\), Jensen's inequality then yields
\[
\sum_k p_k E(g_k)\ \le\ E\Big(\sum_k p_k g_k\Big).
\]

In the Lean file, `zeroPointEnergy_concave` states the concavity and `isotopic_mixture` the last inequality, for a finite set `s` of configurations. The finite type `n` labels the coordinates; an atom's three Cartesian coordinates would share one value of `g`, though the theorem allows any non-negative values. Setting `g i = 0` means an infinite mass. `PosSemidef` includes symmetry and says that the harmonic potential energy \(\tfrac12x^T\Phi x\) of a displacement \(x\) is never negative, so there are no unstable modes; zero modes are allowed. `ħ` is any non-negative real number. `frequencySum` is \(F\), taken over the real roots of the characteristic polynomial with multiplicity.

That \(\Phi\) stays the same under isotope substitution is the physical input: it comes from the Born–Oppenheimer approximation at a fixed reference geometry. For a finite harmonic supercell, a calculation that gives each site its mean inverse mass over the isotopic configurations therefore never underestimates their mean zero-point energy, though a single configuration can have a higher energy than this calculation gives.

```lean
import Mathlib

open Matrix Finset

namespace ZeroPointInverseMass

noncomputable section

variable {n : Type*} [Fintype n] [DecidableEq n]

/-- The sum of the square roots of the real eigenvalues of `D`, counted with multiplicity as roots
of the characteristic polynomial; a negative eigenvalue contributes zero. -/
def frequencySum (D : Matrix n n ℝ) : ℝ := (D.charpoly.roots.map Real.sqrt).sum

/-- The mass-weighted force-constant matrix for non-negative inverse masses `g`. -/
def dynamicalMatrix (Φ : Matrix n n ℝ) (g : n → ℝ) : Matrix n n ℝ :=
  diagonal (fun i => √(g i)) * Φ * diagonal (fun i => √(g i))

/-- The harmonic zero-point energy: `ħ/2` times the sum of the normal-mode frequencies, for positive
semidefinite force constants `Φ` and non-negative inverse masses `g`. -/
def zeroPointEnergy (ħ : ℝ) (Φ : Matrix n n ℝ) (g : n → ℝ) : ℝ :=
  ħ / 2 * frequencySum (dynamicalMatrix Φ g)

/-- A real positive semidefinite matrix is diagonal in some orthonormal basis, with non-negative
entries whose square roots add up to the frequency sum. -/
theorem normal_modes {A : Matrix n n ℝ} (hA : A.PosSemidef) :
    ∃ (U : Matrix n n ℝ) (w : n → ℝ), Uᵀ * U = 1 ∧ (∀ i, 0 ≤ w i) ∧
      A = U * diagonal w * Uᵀ ∧ frequencySum A = ∑ i, √(w i) := by
  have h := hA.isHermitian
  have hU : (h.eigenvectorUnitary : Matrix n n ℝ)ᵀ * (h.eigenvectorUnitary : Matrix n n ℝ) = 1 := by
    have h1 := Matrix.mem_unitaryGroup_iff'.mp h.eigenvectorUnitary.2
    rwa [Matrix.star_eq_conjTranspose, conjTranspose_eq_transpose_of_trivial] at h1
  -- the eigenvalue equations, collected column by column
  have hAU : A * (h.eigenvectorUnitary : Matrix n n ℝ)
      = (h.eigenvectorUnitary : Matrix n n ℝ) * diagonal h.eigenvalues := by
    ext i j
    have h2 := congrFun (h.mulVec_eigenvectorBasis j) i
    rw [Matrix.mul_diagonal]
    simpa [Matrix.mul_apply, Matrix.mulVec, dotProduct, mul_comm] using h2
  refine ⟨h.eigenvectorUnitary, h.eigenvalues, hU, hA.eigenvalues_nonneg, ?_, ?_⟩
  · rw [← hAU, Matrix.mul_assoc, mul_eq_one_comm.mp hU, Matrix.mul_one]
  · rw [frequencySum, h.roots_charpoly_eq_eigenvalues, Multiset.map_map]
    rfl

/-- Every real positive semidefinite `Φ` has a positive semidefinite square root, whose trace is
the frequency sum of `Φ`. -/
theorem exists_root {Φ : Matrix n n ℝ} (hΦ : Φ.PosSemidef) :
    ∃ S : Matrix n n ℝ, S.PosSemidef ∧ S * S = Φ ∧ S.trace = frequencySum Φ := by
  obtain ⟨U, w, hU, hw, h, hs⟩ := normal_modes hΦ
  refine ⟨U * diagonal (fun i => √(w i)) * Uᵀ, ?_, ?_, ?_⟩
  · have h1 := (posSemidef_diagonal_iff.mpr
      (fun i => Real.sqrt_nonneg (w i))).mul_mul_conjTranspose_same U
    rwa [conjTranspose_eq_transpose_of_trivial] at h1
  · calc _ = U * (diagonal (fun i => √(w i)) * (Uᵀ * U) * diagonal (fun i => √(w i))) * Uᵀ := by
          simp only [Matrix.mul_assoc]
      _ = Φ := by
          rw [hU, Matrix.mul_one, diagonal_mul_diagonal, h]
          simp only [Real.mul_self_sqrt (hw _)]
  · rw [Matrix.trace_mul_comm, ← Matrix.mul_assoc, hU, Matrix.one_mul, trace_diagonal, hs]

/-- For positive semidefinite `A` and any orthonormal basis, the square roots of the diagonal
elements of `A` add up to at least the frequency sum. -/
theorem frequencySum_le_diagonal {A U : Matrix n n ℝ} (hA : A.PosSemidef) (hU : Uᵀ * U = 1) :
    frequencySum A ≤ ∑ i, √((Uᵀ * A * U) i i) := by
  obtain ⟨S, hS, hSS, ht⟩ := exists_root hA
  have hT : Sᵀ = S := by
    rw [← conjTranspose_eq_transpose_of_trivial]
    exact hS.isHermitian.eq
  have hUU : U * Uᵀ = 1 := mul_eq_one_comm.mp hU
  -- `M` is the square root of `A` in the new basis
  obtain ⟨M, hM⟩ : ∃ M, M = Uᵀ * S * U := ⟨_, rfl⟩
  have hMM : Uᵀ * A * U = M * Mᵀ := by
    calc Uᵀ * A * U = Uᵀ * S * (U * Uᵀ) * S * U := by
          rw [hUU, Matrix.mul_one, ← hSS]
          simp only [Matrix.mul_assoc]
      _ = M * Mᵀ := by
          rw [hM, transpose_mul, transpose_mul, transpose_transpose, hT]
          simp only [Matrix.mul_assoc]
  have htr : M.trace = S.trace := by
    rw [hM, Matrix.trace_mul_comm, ← Matrix.mul_assoc, hUU, Matrix.one_mul]
  rw [← ht, ← htr, hMM]
  refine Finset.sum_le_sum fun i _ => (le_abs_self _).trans (Real.abs_le_sqrt ?_)
  rw [Matrix.mul_apply, sq]
  exact Finset.single_le_sum (f := fun j => M i j * Mᵀ j i)
    (fun j _ => mul_self_nonneg (M i j)) (Finset.mem_univ i)

/-- The frequency sum is a concave function on the real positive semidefinite matrices. -/
theorem frequencySum_concave :
    ConcaveOn ℝ {A : Matrix n n ℝ | A.PosSemidef} frequencySum := by
  have hconv : Convex ℝ {A : Matrix n n ℝ | A.PosSemidef} :=
    fun A hA B hB a b ha hb _ => (PosSemidef.smul hA ha).add (PosSemidef.smul hB hb)
  refine ⟨hconv, fun A hA B hB a b ha hb hab => ?_⟩
  -- work in the eigenbasis of the mixture
  obtain ⟨U, w, hU, -, hC, hs⟩ := normal_modes (hconv hA hB ha hb hab)
  have hdiag : Uᵀ * (a • A + b • B) * U = diagonal w := by
    calc _ = (Uᵀ * U) * diagonal w * (Uᵀ * U) := by
          rw [hC]
          simp only [Matrix.mul_assoc]
      _ = diagonal w := by rw [hU, Matrix.one_mul, Matrix.mul_one]
  have hw : ∀ i, w i = a * (Uᵀ * A * U) i i + b * (Uᵀ * B * U) i i := fun i => by
    have h := congrFun (congrFun hdiag i) i
    rw [Matrix.mul_add, Matrix.add_mul, Matrix.mul_smul, Matrix.mul_smul, Matrix.smul_mul,
      Matrix.smul_mul] at h
    simpa only [Matrix.add_apply, Matrix.smul_apply, smul_eq_mul, diagonal_apply_eq] using h.symm
  have pos : ∀ M : Matrix n n ℝ, M.PosSemidef → ∀ i, 0 ≤ (Uᵀ * M * U) i i := fun M hM i => by
    have h := hM.conjTranspose_mul_mul_same U
    rw [conjTranspose_eq_transpose_of_trivial] at h
    exact h.diag_nonneg
  rw [hs]
  calc a • frequencySum A + b • frequencySum B
      ≤ a * ∑ i, √((Uᵀ * A * U) i i) + b * ∑ i, √((Uᵀ * B * U) i i) :=
        add_le_add (mul_le_mul_of_nonneg_left (frequencySum_le_diagonal hA hU) ha)
          (mul_le_mul_of_nonneg_left (frequencySum_le_diagonal hB hU) hb)
    _ = ∑ i, (a * √((Uᵀ * A * U) i i) + b * √((Uᵀ * B * U) i i)) := by
        rw [Finset.mul_sum, Finset.mul_sum, Finset.sum_add_distrib]
    _ ≤ ∑ i, √(w i) := by
        refine Finset.sum_le_sum fun i _ => ?_
        rw [hw]
        exact Real.strictConcaveOn_sqrt.concaveOn.2 (pos A hA i) (pos B hB i) ha hb hab

/-- If `S * S = Φ` and the inverse masses are non-negative, `S diag(g) S` and the dynamical
matrix have the same frequency sum. -/
theorem frequencySum_root {S Φ : Matrix n n ℝ} (hS : S * S = Φ) {g : n → ℝ}
    (hg : ∀ i, 0 ≤ g i) :
    frequencySum (S * diagonal g * S) = frequencySum (dynamicalMatrix Φ g) := by
  obtain ⟨R, hR⟩ : ∃ R, R = diagonal (fun i => √(g i)) := ⟨_, rfl⟩
  have hRR : diagonal g = R * R := by
    rw [hR, diagonal_mul_diagonal]
    simp only [Real.mul_self_sqrt (hg _)]
  have h := Matrix.charpoly_mul_comm (S * R) (R * S)
  rw [frequencySum, frequencySum, dynamicalMatrix, ← hR, ← hS, hRR]
  simp only [Matrix.mul_assoc] at h ⊢
  rw [h]

/-- For real symmetric `S`, the sum of the square roots of the eigenvalues of `S diag(g) S` is
concave in the non-negative inverse masses `g`. -/
theorem frequencySum_root_concave {S : Matrix n n ℝ} (hS : S.IsHermitian) :
    ConcaveOn ℝ {g : n → ℝ | ∀ i, 0 ≤ g i} (fun g => frequencySum (S * diagonal g * S)) := by
  have pos : ∀ g : n → ℝ, (∀ i, 0 ≤ g i) → (S * diagonal g * S).PosSemidef := fun g hg => by
    have h := (posSemidef_diagonal_iff.mpr hg).conjTranspose_mul_mul_same S
    rwa [hS.eq] at h
  refine ⟨fun g hg k hk a b ha hb _ i =>
    add_nonneg (mul_nonneg ha (hg i)) (mul_nonneg hb (hk i)), fun g hg k hk a b ha hb hab => ?_⟩
  -- the matrix is linear in the inverse masses
  have h : diagonal (a • g + b • k) = a • diagonal g + b • diagonal k := by
    ext i j
    by_cases hij : i = j
    · subst hij
      simp
    · simp [hij]
  dsimp only
  rw [h, Matrix.mul_add, Matrix.add_mul, Matrix.mul_smul, Matrix.mul_smul, Matrix.smul_mul,
    Matrix.smul_mul]
  exact frequencySum_concave.2 (pos g hg) (pos k hk) ha hb hab

/-- For real positive semidefinite force constants and `ħ ≥ 0`, the harmonic zero-point energy
is a concave function of the non-negative inverse masses. -/
theorem zeroPointEnergy_concave {ħ : ℝ} (hħ : 0 ≤ ħ) {Φ : Matrix n n ℝ} (hΦ : Φ.PosSemidef) :
    ConcaveOn ℝ {g : n → ℝ | ∀ i, 0 ≤ g i} (zeroPointEnergy ħ Φ) := by
  obtain ⟨S, hS, hSS, -⟩ := exists_root hΦ
  have h := frequencySum_root_concave hS.isHermitian
  refine ⟨h.1, fun g hg k hk a b ha hb hab => ?_⟩
  have h2 := h.2 hg hk ha hb hab
  dsimp only at h2
  rw [frequencySum_root hSS hg, frequencySum_root hSS hk,
    frequencySum_root hSS (h.1 hg hk ha hb hab)] at h2
  have h3 := mul_le_mul_of_nonneg_left h2 (div_nonneg hħ zero_le_two)
  simp only [zeroPointEnergy, smul_eq_mul] at h3 ⊢
  linarith

/-- For positive semidefinite `Φ` and `ħ ≥ 0`, the mean zero-point energy over configurations with
non-negative inverse masses `g k` and probabilities `p k` is at most that of the mean inverse
masses. -/
theorem isotopic_mixture {ι : Type*} (s : Finset ι) {ħ : ℝ} (hħ : 0 ≤ ħ) {Φ : Matrix n n ℝ}
    (hΦ : Φ.PosSemidef) (p : ι → ℝ) (g : ι → n → ℝ) (hp : ∀ k ∈ s, 0 ≤ p k)
    (hsum : ∑ k ∈ s, p k = 1) (hg : ∀ k ∈ s, ∀ i, 0 ≤ g k i) :
    ∑ k ∈ s, p k * zeroPointEnergy ħ Φ (g k) ≤ zeroPointEnergy ħ Φ (∑ k ∈ s, p k • g k) :=
  (zeroPointEnergy_concave hħ hΦ).le_map_sum hp hsum hg

end

end ZeroPointInverseMass
```

```lean
#print axioms ZeroPointInverseMass.zeroPointEnergy_concave
-- 'ZeroPointInverseMass.zeroPointEnergy_concave' depends on axioms: [propext, Classical.choice, Quot.sound]
#print axioms ZeroPointInverseMass.isotopic_mixture
-- 'ZeroPointInverseMass.isotopic_mixture' depends on axioms: [propext, Classical.choice, Quot.sound]
```

`normal_modes` supplies the orthogonal diagonalisation, and `exists_root` builds the square root from it and identifies its trace with \(F\). `frequencySum_le_diagonal` is the diagonal comparison: its `M` is the matrix above, and `single_le_sum` keeps only \(M_{ii}^2\) from the row sum. `frequencySum_concave` works in the eigenbasis of the mixture, where `hw` is the formula for \(w_i\) and the final `calc` applies the two inequalities.

`frequencySum_root` exchanges the factors through `charpoly_mul_comm`. `frequencySum_root_concave` uses linearity in `g`, and `zeroPointEnergy_concave` carries the result over to the dynamical matrix and multiplies by `ħ / 2`. The mixture inequality is then Jensen's, `le_map_sum`.
